# Resonance denominators cancel in the Coriolis zero-point sum of non-degenerate modes

Take finitely many vibrational modes with distinct positive harmonic wavenumbers and an antisymmetric real matrix of Coriolis coupling constants. The Coriolis contributions to the zero-point correction of a nonzero rotational constant, summed over all modes, can be rewritten so that no difference of wavenumbers is left in a denominator. The sum is never positive, and it is zero only if every coupling constant is zero.

In second-order perturbation theory for non-degenerate modes, take a pair with a fixed nonzero coupling constant and let its two wavenumbers approach a common positive value. The pair's contribution to the zero-point correction of a rotational constant then tends to zero, although its contributions to the vibration-rotation constants of the two single modes grow without bound in magnitude.

## Modes, coupling constants and rotational constants

The modes are labelled by a finite type `ι` with a linear order. The order only serves to count each pair once; it need not follow the wavenumbers.

```lean
import Mathlib

open Matrix

namespace CoriolisZeroPointSum

noncomputable section

variable {ι : Type*} [Fintype ι] [LinearOrder ι]
```

A mode of wavenumber $a$ coupled to a mode of wavenumber $b$ carries the resonant factor

$$T(a,b)=\frac{3a^2+b^2}{a\,(a^2-b^2)},$$

which is `coriolisTerm a b` in Lean.

```lean
/-- The resonant Coriolis factor of a mode of wavenumber `a` coupled to a mode of
wavenumber `b`, for `a ≠ 0` and `a ^ 2 ≠ b ^ 2`. -/
def coriolisTerm (a b : ℝ) : ℝ := (3 * a ^ 2 + b ^ 2) / (a * (a ^ 2 - b ^ 2))
```

Let $w_k$ be the harmonic wavenumber of mode $k$, and let $\zeta_{kl}$ be the constant that couples modes $k$ and $l$ through rotation about one fixed axis. The object of study is

$$S=\sum_k\sum_{l\neq k}\zeta_{kl}^2\,T(w_k,w_l).$$

```lean
/-- The sum of the Coriolis factors over all ordered pairs of different modes, weighted by
the squared coupling constants, for nonzero wavenumbers with distinct squares. -/
def coriolisSum (w : ι → ℝ) (ζ : Matrix ι ι ℝ) : ℝ :=
  ∑ k, ∑ l with l ≠ k, ζ k l ^ 2 * coriolisTerm (w k) (w l)
```

The vibration-rotation constant of mode $k$ says how much one quantum in that mode lowers the rotational constant. Here $\alpha_k$ denotes its Coriolis part only. With $B$ the equilibrium rotational constant about the chosen axis, also given as a wavenumber, it is

$$\alpha_k=-2B^2\sum_{l\neq k}\zeta_{kl}^2\,T(w_k,w_l).$$

This perturbation formula is taken as a definition and is not derived from a Hamiltonian. The full constant also has a part from the change of the moments of inertia and a part from the cubic force field, and both are left out.

```lean
/-- The Coriolis part of the vibration-rotation constant of mode `k`, for equilibrium
rotational constant `B` and nonzero wavenumbers with distinct squares. -/
def coriolisAlpha (B : ℝ) (w : ι → ℝ) (ζ : Matrix ι ι ℝ) (k : ι) : ℝ :=
  -(2 * B ^ 2) * ∑ l with l ≠ k, ζ k l ^ 2 * coriolisTerm (w k) (w l)
```

In the vibrational ground state each mode holds half a quantum, so the ground-state constant is $B_0=B-\tfrac12\sum_k\alpha_k$, here with the Coriolis part only.

```lean
/-- The rotational constant of the vibrational ground state when only the Coriolis part of
the vibration-rotation constants is kept, for nonzero wavenumbers with distinct squares. -/
def groundConstant (B : ℝ) (w : ι → ℝ) (ζ : Matrix ι ι ℝ) : ℝ :=
  B - 1 / 2 * ∑ k, coriolisAlpha B w ζ k
```

## (a) From ordered to unordered pairs

**Task.** For any real function $f$ of two modes, show that

$$\sum_k\sum_{l\neq k}f(k,l)=\sum_k\sum_{l>k}\bigl(f(k,l)+f(l,k)\bigr).$$

**Solution.** For fixed $k$, the modes $l\neq k$ are those with $l>k$ and those with $l<k$. The left side is therefore

$$\sum_k\sum_{l>k}f(k,l)+\sum_k\sum_{l<k}f(k,l).$$

In the second double sum, exchange the names $k$ and $l$. It becomes the sum of $f(l,k)$ over all pairs with $k<l$, and joining it to the first gives the claim.

In Lean, the auxiliary statement `h` makes the split, with `lt_trichotomy` supplying the cases. The exchange of names is `Finset.sum_comm`, and the last step of the `calc` block joins the two sums.

```lean
/-- A sum over ordered pairs of different modes is a sum over unordered pairs, each
contributing both of its orderings. -/
theorem sum_ordered_pairs (f : ι → ι → ℝ) :
    ∑ k, ∑ l with l ≠ k, f k l = ∑ k, ∑ l with k < l, (f k l + f l k) := by
  have h : ∀ k, ∑ l with l ≠ k, f k l =
      ∑ l, (if k < l then f k l else 0) + ∑ l, (if l < k then f k l else 0) := by
    intro k
    rw [Finset.sum_filter, ← Finset.sum_add_distrib]
    refine Finset.sum_congr rfl fun l _ => ?_
    rcases lt_trichotomy k l with h | h | h
    · simp [h, h.ne', not_lt_of_ge h.le]
    · subst h
      simp
    · simp [h, h.ne, not_lt_of_ge h.le]
  calc ∑ k, ∑ l with l ≠ k, f k l
      = ∑ k, ∑ l, (if k < l then f k l else 0)
        + ∑ k, ∑ l, (if l < k then f k l else 0) := by
        rw [← Finset.sum_add_distrib]
        exact Finset.sum_congr rfl fun k _ => h k
    _ = ∑ k, ∑ l, (if k < l then f k l else 0)
        + ∑ k, ∑ l, (if k < l then f l k else 0) := by
        congr 1
        exact Finset.sum_comm
    _ = ∑ k, ∑ l with k < l, (f k l + f l k) := by
        rw [← Finset.sum_add_distrib]
        refine Finset.sum_congr rfl fun k _ => ?_
        rw [Finset.sum_filter, ← Finset.sum_add_distrib]
        refine Finset.sum_congr rfl fun l _ => ?_
        split_ifs <;> simp
```

## (b) The two factors of one pair

**Task.** For positive $a\neq b$, show that

$$T(a,b)+T(b,a)=-\frac{(a-b)^2}{ab(a+b)}<0.$$

**Solution.** Since $b^2-a^2=-(a^2-b^2)$, the common denominator is $ab(a^2-b^2)$, and

$$T(a,b)+T(b,a)=\frac{b(3a^2+b^2)-a(3b^2+a^2)}{ab(a^2-b^2)}.$$

The numerator is

$$3a^2b+b^3-3ab^2-a^3=-(a-b)^3.$$

The denominator is $ab(a-b)(a+b)$. One factor $a-b$ cancels, which leaves the stated expression. It is negative because $a$, $b$, $a+b$ and $(a-b)^2$ are all positive.

The Lean proof factors both differences of squares in `e1` and `e2`, clears denominators with `field_simp`, and leaves the polynomial identity to `ring`. The hypothesis `hab : a ≠ b` allows the cancellation and also makes the inequality strict.

```lean
/-- The two Coriolis factors of a pair of modes with different positive wavenumbers add up
to a negative quantity without a difference of wavenumbers in the denominator. -/
theorem pair_cancellation {a b : ℝ} (ha : 0 < a) (hb : 0 < b) (hab : a ≠ b) :
    coriolisTerm a b + coriolisTerm b a = -((a - b) ^ 2 / (a * b * (a + b))) ∧
      coriolisTerm a b + coriolisTerm b a < 0 := by
  have hd : a - b ≠ 0 := sub_ne_zero.2 hab
  have hs : a + b ≠ 0 := (add_pos ha hb).ne'
  have h : coriolisTerm a b + coriolisTerm b a = -((a - b) ^ 2 / (a * b * (a + b))) := by
    have e1 : a ^ 2 - b ^ 2 = (a - b) * (a + b) := by ring
    have e2 : b ^ 2 - a ^ 2 = -((a - b) * (a + b)) := by ring
    unfold coriolisTerm
    rw [e1, e2]
    field_simp
    ring
  have hsq : 0 < (a - b) ^ 2 := lt_of_le_of_ne (sq_nonneg _) (pow_ne_zero 2 hd).symm
  have hpos : 0 < (a - b) ^ 2 / (a * b * (a + b)) := div_pos hsq (by positivity)
  exact ⟨h, by rw [h]; linarith⟩
```

## (c) The sum over all modes

**Task.** Let all $w_k$ be positive and distinct, and let $\zeta_{lk}=-\zeta_{kl}$. Show that

$$S=-\sum_k\sum_{l>k}\zeta_{kl}^2\,\frac{(w_k-w_l)^2}{w_kw_l(w_k+w_l)},$$

that $S\le 0$, and that $S=0$ exactly when $\zeta=0$.

**Solution.** Apply (a) with $f(k,l)=\zeta_{kl}^2\,T(w_k,w_l)$. Antisymmetry gives $\zeta_{lk}^2=\zeta_{kl}^2$, so the pair $k<l$ contributes

$$\zeta_{kl}^2\bigl(T(w_k,w_l)+T(w_l,w_k)\bigr),$$

and (b) turns this into the stated summand. Each summand after the minus sign is nonnegative, hence $S\le0$.

If $S=0$, a sum of nonnegative terms vanishes, so every term does. The wavenumber factor of each term is positive because $w_k\neq w_l$, which leaves $\zeta_{kl}=0$ for all $k<l$. Antisymmetry then gives zero below the diagonal, and on it $\zeta_{kk}=-\zeta_{kk}$ forces $\zeta_{kk}=0$. Conversely, $\zeta=0$ makes every term of $S$ zero.

In the Lean statement, `hw` says that the wavenumbers are positive, `hinj` that they are distinct, and `hζ : ζᵀ = -ζ` that the coupling matrix is antisymmetric. The last property comes from the definition of $\zeta_{kl}$: for each atom, take the cross product of its mass-weighted displacement vectors in modes $k$ and $l$, add these up over the atoms, and keep the component along the rotation axis. Exchanging the modes changes the sign. Here antisymmetry is assumed. Distinctness excludes degenerate modes, such as the bending pair of a linear molecule. For equal wavenumbers Lean would set the undefined quotient to zero, and a coupled degenerate pair would then give $S=0$ with $\zeta\neq0$.

The identity is `hid`, where `linear_combination` multiplies the result of (b) by $\zeta_{kl}^2$. The equality case uses `Finset.sum_eq_zero_iff_of_nonneg` twice, once for each sum, and the strict inequality of (b) rules out a vanishing wavenumber factor.

```lean
/-- For distinct positive wavenumbers and antisymmetric coupling constants, the Coriolis sum
equals a sum over pairs free of resonance denominators; it is never positive, and it
vanishes only without Coriolis coupling. -/
theorem coriolisSum_resonance_free (w : ι → ℝ) (ζ : Matrix ι ι ℝ)
    (hw : ∀ k, 0 < w k) (hinj : Function.Injective w) (hζ : ζᵀ = -ζ) :
    coriolisSum w ζ =
        -∑ k, ∑ l with k < l, ζ k l ^ 2 * ((w k - w l) ^ 2 / (w k * w l * (w k + w l))) ∧
      coriolisSum w ζ ≤ 0 ∧ (coriolisSum w ζ = 0 ↔ ζ = 0) := by
  have hz : ∀ k l, ζ l k = -ζ k l := fun k l => by
    have := congrFun (congrFun hζ k) l
    simpa using this
  have hnn : ∀ k l, 0 ≤ ζ k l ^ 2 * ((w k - w l) ^ 2 / (w k * w l * (w k + w l))) := by
    intro k l
    have h1 := hw k
    have h2 := hw l
    positivity
  -- collect both orderings of each pair and cancel the resonance denominator
  have hid : coriolisSum w ζ =
      -∑ k, ∑ l with k < l, ζ k l ^ 2 * ((w k - w l) ^ 2 / (w k * w l * (w k + w l))) := by
    refine (sum_ordered_pairs (fun k l => ζ k l ^ 2 * coriolisTerm (w k) (w l))).trans ?_
    rw [← Finset.sum_neg_distrib]
    refine Finset.sum_congr rfl fun k _ => ?_
    rw [← Finset.sum_neg_distrib]
    refine Finset.sum_congr rfl fun l hl => ?_
    have hkl : k < l := (Finset.mem_filter.1 hl).2
    have p := (pair_cancellation (hw k) (hw l) (hinj.ne hkl.ne)).1
    have h : ζ k l ^ 2 * coriolisTerm (w k) (w l) + ζ l k ^ 2 * coriolisTerm (w l) (w k) =
        -(ζ k l ^ 2 * ((w k - w l) ^ 2 / (w k * w l * (w k + w l)))) := by
      rw [hz k l]
      linear_combination ζ k l ^ 2 * p
    exact h
  refine ⟨hid, ?_, ?_, ?_⟩
  · rw [hid]
    exact neg_nonpos.2 (Finset.sum_nonneg fun k _ => Finset.sum_nonneg fun l _ => hnn k l)
  · intro h0
    rw [hid, neg_eq_zero, Finset.sum_eq_zero_iff_of_nonneg] at h0
    · -- every summand vanishes, and its frequency factor does not
      have hup : ∀ k l, k < l → ζ k l = 0 := by
        intro k l hkl
        have h1 := h0 k (Finset.mem_univ k)
        rw [Finset.sum_eq_zero_iff_of_nonneg] at h1
        · have h2 := h1 l (by simp [hkl])
          have p := pair_cancellation (hw k) (hw l) (hinj.ne hkl.ne)
          rcases mul_eq_zero.1 h2 with h | h
          · exact (pow_eq_zero_iff two_ne_zero).1 h
          · exfalso
            linarith [p.1, p.2, h]
        · exact fun l _ => hnn k l
      ext k l
      rcases lt_trichotomy k l with h | h | h
      · exact hup k l h
      · subst h
        have := hz k k
        simp only [Matrix.zero_apply]
        linarith
      · rw [hz l k, hup l k h]
        simp
    · exact fun k _ => Finset.sum_nonneg fun l _ => hnn k l
  · intro h
    simp [coriolisSum, h]
```

## (d) Close to resonance

**Task.** For $0<b<a$, show that

$$T(a,b)\ge\frac1{a-b}\qquad\text{and}\qquad \bigl|T(a,b)+T(b,a)\bigr|\le\frac{(a-b)^2}{2b^3}.$$

**Solution.** Both denominators in the first inequality are positive. Multiplying by them and dividing by $a-b$ reduces it to $a(a+b)\le 3a^2+b^2$, that is,

$$0\le 2a^2-ab+b^2=a^2+\left(a-\tfrac b2\right)^2+\tfrac34b^2.$$

For the second inequality, (b) gives the magnitude $(a-b)^2/(ab(a+b))$. Its denominator is at least $2b^3$, because

$$ab(a+b)-2b^3=b(a-b)(a+2b)>0.$$

As $a$ approaches $b$ from above, the single factor thus grows without bound, while the pair sum goes to zero quadratically.

The Lean proof follows the same two reductions. The quadratic form appears as `hq`, and the last `nlinarith` receives the product $b(a-b)(a+2b)$ as its hint.

```lean
/-- When wavenumber `a` lies above a positive wavenumber `b`, the Coriolis factor `coriolisTerm a b`
is at least `1 / (a - b)`, while the sum of the two factors is at most `(a - b) ^ 2 / (2 * b ^ 3)`
in magnitude. -/
theorem resonance_bounds {a b : ℝ} (hb : 0 < b) (hba : b < a) :
    1 / (a - b) ≤ coriolisTerm a b ∧
      |coriolisTerm a b + coriolisTerm b a| ≤ (a - b) ^ 2 / (2 * b ^ 3) := by
  have ha : 0 < a := hb.trans hba
  have hd : 0 < a - b := sub_pos.2 hba
  constructor
  · have hsq : 0 < a ^ 2 - b ^ 2 := by nlinarith
    have hq : 0 ≤ 2 * a ^ 2 - a * b + b ^ 2 := by
      nlinarith [sq_nonneg (a - b), sq_nonneg a, sq_nonneg b]
    unfold coriolisTerm
    rw [div_le_div_iff₀ hd (mul_pos ha hsq)]
    nlinarith [mul_nonneg hd.le hq]
  · rw [(pair_cancellation ha hb hba.ne').1, abs_neg, abs_of_nonneg (by positivity)]
    refine div_le_div_of_nonneg_left (sq_nonneg _) (by positivity) ?_
    have h2 : 0 < a + 2 * b := by positivity
    nlinarith [mul_pos (mul_pos hb hd) h2]
```

## (e) The ground-state rotational constant

**Task.** Under the hypotheses of (c), with $B\neq0$ and $\zeta\neq0$, show that

$$B_0=B+B^2S<B.$$

**Solution.** Insert the definition of $\alpha_k$:

$$B_0=B-\tfrac12\sum_k\Bigl(-2B^2\sum_{l\neq k}\zeta_{kl}^2\,T(w_k,w_l)\Bigr)=B+B^2S.$$

By (c), $S\le0$, and $S\neq0$ because $\zeta\neq0$. Hence $S<0$, and since $B^2>0$ the correction is negative.

The theorem states the inequality; the formula for $B_0$ is the step `h` inside its proof. The sign belongs to the Coriolis part alone and does not settle the sign of the full zero-point correction.

```lean
/-- For distinct positive wavenumbers, antisymmetric coupling constants that are not all zero and a
nonzero equilibrium constant, the Coriolis part of the zero-point correction strictly lowers the
rotational constant. -/
theorem groundConstant_lt (B : ℝ) (hB : B ≠ 0) (w : ι → ℝ) (ζ : Matrix ι ι ℝ)
    (hw : ∀ k, 0 < w k) (hinj : Function.Injective w) (hζ : ζᵀ = -ζ) (hne : ζ ≠ 0) :
    groundConstant B w ζ < B := by
  have h : groundConstant B w ζ = B + B ^ 2 * coriolisSum w ζ := by
    unfold groundConstant coriolisAlpha coriolisSum
    rw [← Finset.mul_sum]
    ring
  obtain ⟨-, hle, hiff⟩ := coriolisSum_resonance_free w ζ hw hinj hζ
  have hneg : coriolisSum w ζ < 0 := lt_of_le_of_ne hle fun h0 => hne (hiff.1 h0)
  have hB2 : 0 < B ^ 2 := lt_of_le_of_ne (sq_nonneg _) (pow_ne_zero 2 hB).symm
  linarith [mul_neg_of_pos_of_neg hB2 hneg]
```

In second-order perturbation theory, half the sum of the full vibration-rotation constants is subtracted from an equilibrium rotational constant to obtain the ground-state one. The Coriolis part of this correction is $-\tfrac12\sum_k\alpha_k=B^2S$. Take two coupled modes at 1001 and 1000 cm⁻¹. Their factors are close to $+2$ and $-2$ cm, while their sum is about $-5\times10^{-10}$ cm, so adding them in floating-point arithmetic loses between nine and ten leading digits. A loop over pairs that uses the formula of (c) avoids this cancellation of large terms:

```python
S = 0.0
for k in range(n):
    for l in range(k + 1, n):
        S -= zeta[k, l]**2 * (w[k] - w[l])**2 / (w[k] * w[l] * (w[k] + w[l]))
```

The Coriolis contribution to $B_0$ is then `B**2 * S`, with a separate matrix `zeta` for each rotation axis. If a program removes resonant terms from the single $\alpha_k$, it has to treat both members of a pair alike before it forms the zero-point sum. Removing only one leaves a spurious term of order $1/(w_k-w_l)$.

## (f) Two modes with numbers

**Task.** Let $w_0=1$, $w_1=2$ and $\zeta_{01}=-\zeta_{10}=z$, with zeros on the diagonal. Check the hypotheses of (c) and show that

$$S=-\frac{z^2}{6}.$$

**Solution.** The wavenumbers are positive and distinct, and the matrix is antisymmetric by construction. The two factors are

$$T(1,2)=\frac{3+4}{1\cdot(1-4)}=-\frac73,\qquad T(2,1)=\frac{12+1}{2\cdot(4-1)}=\frac{13}6.$$

Both are weighted by $z^2$, so $S=z^2\left(-\tfrac{14}6+\tfrac{13}6\right)=-z^2/6$. The pair formula gives the same value, since $(1-2)^2/(1\cdot2\cdot3)=1/6$.

Lean checks the three hypotheses by running through the indices with `fin_cases`. It then evaluates $S$ directly from its definition, without using (c), which makes the example an independent test of the formula.

```lean
/-- Two modes of wavenumbers 1 and 2 with coupling constant `z` meet the hypotheses on
wavenumbers and coupling, and their Coriolis sum is `-z ^ 2 / 6`. -/
theorem coriolisSum_witness (z : ℝ) :
    (∀ k, 0 < (![1, 2] : Fin 2 → ℝ) k) ∧ Function.Injective (![1, 2] : Fin 2 → ℝ) ∧
      (!![0, z; -z, 0] : Matrix (Fin 2) (Fin 2) ℝ)ᵀ = -!![0, z; -z, 0] ∧
      coriolisSum ![1, 2] !![0, z; -z, 0] = -z ^ 2 / 6 := by
  refine ⟨?_, ?_, ?_, ?_⟩
  · intro k
    fin_cases k <;> simp
  · intro i j h
    fin_cases i <;> fin_cases j <;> simp_all
  · ext i j
    fin_cases i <;> fin_cases j <;> simp
  · unfold coriolisSum
    simp only [Finset.sum_filter, Fin.sum_univ_two]
    norm_num [coriolisTerm]
    ring

end

end CoriolisZeroPointSum
```

```lean
#print axioms CoriolisZeroPointSum.coriolisSum_resonance_free
#print axioms CoriolisZeroPointSum.resonance_bounds
#print axioms CoriolisZeroPointSum.groundConstant_lt
```

```
'CoriolisZeroPointSum.coriolisSum_resonance_free' depends on axioms: [propext, Classical.choice, Quot.sound]
'CoriolisZeroPointSum.resonance_bounds' depends on axioms: [propext, Classical.choice, Quot.sound]
'CoriolisZeroPointSum.groundConstant_lt' depends on axioms: [propext, Classical.choice, Quot.sound]
```
